# Low- and High-Density Limits of the Longitudinal Exchange Factor of the Relativistic Electron Gas

Close to the nucleus of a heavy atom, the electron density is so high that the local Fermi momentum becomes comparable to mc. A local density functional can take this into account by using the exchange energy of a relativistic electron gas. For the Coulomb part of the interaction, this energy is the non-relativistic value times a factor Φ_L(b), where b is the Fermi momentum divided by mc. How does the factor leave 1 as relativity sets in, and where does it end up at extreme density?

The answers are

(Φ_L(b) − 1)/b² → −1/9 as b → 0+,

Φ_L(b) → 1/3 + (2/3) ln 2 ≈ 0.795 as b → ∞.

They provide two checks on an implementation of relativistic Coulomb exchange in the local density approximation, for the spin-unpolarised uniform gas and without the transverse (magnetic and retarded) interaction.

## The factor as a function of b

```lean
import Mathlib

open Filter Topology Set

namespace LongitudinalExchange

noncomputable section
```

This loads Mathlib and opens the notation for limits.

```lean
/-- Fermi energy of the relativistic gas in units of `mc²`, with `b` the Fermi momentum in
units of `mc`. -/
def eta (b : ℝ) : ℝ := √(1 + b ^ 2)
```

`eta b` is η = √(1 + b²), the Fermi energy in units of mc², rest energy included.

```lean
/-- Longitudinal (Coulomb) exchange factor of the relativistic electron gas, for `b > 0`. -/
def PhiL (b : ℝ) : ℝ :=
  5 / 6 + 1 / (3 * b ^ 2) + 2 * eta b * Real.arsinh b / (3 * b)
    - 2 * eta b ^ 4 * Real.log (eta b) / (3 * b ^ 4)
    - (eta b / b - Real.arsinh b / b ^ 2) ^ 2 / 2
```

`PhiL` is the closed formula

Φ_L = 5/6 + 1/(3b²) + 2η arsinh b/(3b) − 2η⁴ ln η/(3b⁴) − ½(η/b − arsinh b/b²)².

It stands for the Coulomb exchange energy of a Fermi sphere of positive-energy Dirac plane waves, with both spin states filled, relative to the non-relativistic result at the same density. The file takes the formula as a definition and does not derive it from the exchange integral. The physical range is b > 0; Lean also assigns a value at b = 0, where it sets division by zero to zero, but neither limit uses it.

## Derivatives of the building blocks

```lean
lemma eta_pos (b : ℝ) : 0 < eta b := Real.sqrt_pos.mpr (by positivity)
```

η is positive, so we may divide by it.

```lean
lemma eta_sq (b : ℝ) : eta b ^ 2 = 1 + b ^ 2 := Real.sq_sqrt (by positivity)
```

η² = 1 + b², the energy–momentum relation in these units.

```lean
lemma continuous_eta : Continuous eta := by
  unfold eta
  fun_prop
```

η is continuous in b.

```lean
lemma hasDerivAt_one_add_sq (x : ℝ) : HasDerivAt (fun y : ℝ => 1 + y ^ 2) (2 * x) x := by
  simpa using (hasDerivAt_pow 2 x).const_add 1
```

The derivative of 1 + x² is 2x. `HasDerivAt f d x` says that f has derivative d at x.

```lean
lemma hasDerivAt_eta (x : ℝ) : HasDerivAt eta (x / eta x) x :=
  ((hasDerivAt_one_add_sq x).sqrt (by positivity)).congr_deriv
    (mul_div_mul_left _ _ two_ne_zero)
```

By the chain rule, η′ = x/η.

```lean
lemma hasDerivAt_arsinh (x : ℝ) : HasDerivAt Real.arsinh (eta x)⁻¹ x :=
  Real.hasDerivAt_arsinh x
```

The derivative of arsinh x is 1/η.

```lean
lemma tendsto_eta_inv : Tendsto (fun x => (eta x)⁻¹) (𝓝[>] 0) (𝓝 1) :=
  ((continuous_eta.inv₀ fun x => (eta_pos x).ne').tendsto' 0 1 (by simp [eta])).mono_left
    nhdsWithin_le_nhds
```

1/η → 1 as x → 0+. In `Tendsto f (𝓝[>] 0) (𝓝 1)`, the first filter means "x approaches 0 from above" and the second "the values approach 1".

## Expansions at low density

```lean
/-- Leading coefficient from the slope: if `f` is continuous, `f 0 = 0`, and `f' = (n+1) xⁿ q` for
`x > 0`, with `q → c` at `0+`, then `f / xⁿ⁺¹ → c`. -/
theorem tendsto_div_pow (f q : ℝ → ℝ) (n : ℕ) (c : ℝ) (hc : Continuous f) (h0 : f 0 = 0)
    (hf : ∀ x, 0 < x → HasDerivAt f (((n : ℝ) + 1) * x ^ n * q x) x)
    (hq : Tendsto q (𝓝[>] 0) (𝓝 c)) :
    Tendsto (fun x => f x / x ^ (n + 1)) (𝓝[>] 0) (𝓝 c) := by
  refine HasDerivAt.lhopital_zero_nhdsGT (f' := fun x => ((n : ℝ) + 1) * x ^ n * q x)
    (g' := fun x => ((n : ℝ) + 1) * x ^ n) ?_ ?_ ?_ ?_ ?_ ?_
  · filter_upwards [self_mem_nhdsWithin] with x hx using hf x hx
  · exact Eventually.of_forall fun x => by simpa using hasDerivAt_pow (n + 1) x
  · filter_upwards [self_mem_nhdsWithin] with x hx
    have hx' : 0 < x := hx
    positivity
  · exact (hc.tendsto' 0 0 h0).mono_left nhdsWithin_le_nhds
  · exact ((continuous_pow (n + 1)).tendsto' 0 0 (by simp)).mono_left nhdsWithin_le_nhds
  · refine hq.congr' ?_
    filter_upwards [self_mem_nhdsWithin] with x hx
    have hx' : 0 < x := hx
    rw [eq_div_iff (by positivity)]
    ring
```

This lemma reads a leading coefficient off a derivative. Suppose that f is continuous, f(0) = 0, and for x > 0

f′(x) = (n+1) xⁿ q(x), with q(x) → c as x → 0+.

Then f(x)/xⁿ⁺¹ → c. The proof is l'Hôpital's rule: numerator and denominator both vanish at 0, and the quotient of their derivatives is q. The bullets supply the conditions of the rule one by one.

The condition f(0) = 0 is needed. Take f(x) = 1, q(x) = 0, n = 0 and c = 0: every other hypothesis holds, yet f(x)/x = 1/x grows without bound instead of tending to 0.

```lean
/-- At low density `b η - arsinh b` behaves as `2b³/3`. -/
theorem tendsto_momentum_term :
    Tendsto (fun b => (b * eta b - Real.arsinh b) / b ^ 3) (𝓝[>] 0) (𝓝 (2 / 3)) := by
  refine tendsto_div_pow (fun b => b * eta b - Real.arsinh b) (fun x => 2 / 3 * (eta x)⁻¹) 2 _
    ((continuous_id.mul continuous_eta).sub Real.continuous_arsinh) (by simp) ?_ ?_
  · intro x _
    refine (((hasDerivAt_id' x).fun_mul (hasDerivAt_eta x)).fun_sub
      (hasDerivAt_arsinh x)).congr_deriv ?_
    have he := mul_inv_cancel₀ (eta_pos x).ne'
    push_cast
    linear_combination (eta x)⁻¹ * eta_sq x - eta x * he
  · convert tendsto_eta_inv.const_mul (2 / 3) using 2
    norm_num
```

By hand, using η² = 1 + b²,

(bη − arsinh b)′ = η + b²/η − 1/η = 2b²/η = 3b² · (2/3)(1/η).

Since 1/η → 1, the lemma with n = 2 gives the limit 2/3. In Lean, `linear_combination` checks the algebra of the derivative from η² = 1 + x² and η · η⁻¹ = 1.

```lean
/-- At low density `η arsinh b - b` behaves as `b³/3`. -/
theorem tendsto_arsinh_term :
    Tendsto (fun b => (eta b * Real.arsinh b - b) / b ^ 3) (𝓝[>] 0) (𝓝 (1 / 3)) := by
  have h1 : Tendsto (fun x => Real.arsinh x / x ^ 1) (𝓝[>] 0) (𝓝 1) :=
    tendsto_div_pow Real.arsinh (fun x => (eta x)⁻¹) 0 1 Real.continuous_arsinh (by simp)
      (fun x _ => (hasDerivAt_arsinh x).congr_deriv (by simp)) tendsto_eta_inv
  refine tendsto_div_pow (fun b => eta b * Real.arsinh b - b)
    (fun x => 1 / 3 * (Real.arsinh x / x ^ 1 * (eta x)⁻¹)) 2 _
    ((continuous_eta.mul Real.continuous_arsinh).sub continuous_id) (by simp) ?_ ?_
  · intro x hx
    refine (((hasDerivAt_eta x).fun_mul (hasDerivAt_arsinh x)).fun_sub
      (hasDerivAt_id' x)).congr_deriv ?_
    have he := mul_inv_cancel₀ (eta_pos x).ne'
    have hx1 := mul_inv_cancel₀ hx.ne'
    push_cast
    linear_combination he - x * Real.arsinh x * (eta x)⁻¹ * hx1
  · convert (h1.mul tendsto_eta_inv).const_mul (1 / 3) using 2
    norm_num
```

First, arsinh b/b → 1, by the same lemma with n = 0. Then

(η arsinh b − b)′ = b arsinh b/η + 1 − 1 = 3b² · (1/3)(arsinh b/b)(1/η),

so (η arsinh b − b)/b³ → 1/3.

```lean
/-- At low density `(1+b²)² ln(1+b²)` equals `b² + 3b⁴/2 + b⁶/3` to sixth order. -/
theorem tendsto_log_term :
    Tendsto (fun b : ℝ => ((1 + b ^ 2) ^ 2 * Real.log (1 + b ^ 2) - b ^ 2 - 3 / 2 * b ^ 4) / b ^ 6)
      (𝓝[>] 0) (𝓝 (1 / 3)) := by
  have hl (x : ℝ) : HasDerivAt (fun y : ℝ => Real.log (1 + y ^ 2)) (2 * x / (1 + x ^ 2)) x :=
    (hasDerivAt_one_add_sq x).log (by positivity)
  have cl : Continuous fun y : ℝ => Real.log (1 + y ^ 2) :=
    Continuous.log (by fun_prop) fun y => by positivity
  have p2 (x : ℝ) : HasDerivAt (fun y : ℝ => y ^ 2) (2 * x) x := by
    simpa using hasDerivAt_pow 2 x
  have p4 (x : ℝ) : HasDerivAt (fun y : ℝ => y ^ 4) (4 * x ^ 3) x := by
    simpa using hasDerivAt_pow 4 x
  have hsq (x : ℝ) : HasDerivAt (fun y : ℝ => (1 + y ^ 2) ^ 2) (2 * (1 + x ^ 2) * (2 * x)) x :=
    ((hasDerivAt_one_add_sq x).fun_pow 2).congr_deriv (by norm_num)
  have hd (x : ℝ) : (1 + x ^ 2) * (1 + x ^ 2)⁻¹ = 1 := mul_inv_cancel₀ (by positivity)
  -- three successive applications of `tendsto_div_pow`
  have a1 : Tendsto (fun x : ℝ => Real.log (1 + x ^ 2) / x ^ 2) (𝓝[>] 0) (𝓝 1) := by
    refine tendsto_div_pow (fun x => Real.log (1 + x ^ 2)) (fun x => (1 + x ^ 2)⁻¹) 1 1 cl
      (by simp) (fun x _ => (hl x).congr_deriv (by push_cast; ring)) ?_
    have hi : Continuous fun x : ℝ => (1 + x ^ 2)⁻¹ :=
      Continuous.inv₀ (by fun_prop) fun x => by positivity
    exact (hi.tendsto' 0 1 (by simp)).mono_left nhdsWithin_le_nhds
  have a2 : Tendsto (fun x : ℝ => ((1 + x ^ 2) * Real.log (1 + x ^ 2) - x ^ 2) / x ^ 4)
      (𝓝[>] 0) (𝓝 (1 / 2)) := by
    refine tendsto_div_pow (fun x => (1 + x ^ 2) * Real.log (1 + x ^ 2) - x ^ 2)
      (fun x => 1 / 2 * (Real.log (1 + x ^ 2) / x ^ 2)) 3 _
      (Continuous.sub (Continuous.mul (by fun_prop) cl) (by fun_prop)) (by simp) ?_ ?_
    · intro x hx
      refine (((hasDerivAt_one_add_sq x).fun_mul (hl x)).fun_sub (p2 x)).congr_deriv ?_
      have hx2 : x ^ 2 * (x ^ 2)⁻¹ = 1 := mul_inv_cancel₀ (by positivity)
      push_cast
      linear_combination 2 * x * hd x - 2 * x * Real.log (1 + x ^ 2) * hx2
    · convert a1.const_mul (1 / 2) using 2
      norm_num
  refine tendsto_div_pow
    (fun x => (1 + x ^ 2) ^ 2 * Real.log (1 + x ^ 2) - x ^ 2 - 3 / 2 * x ^ 4)
    (fun x => 2 / 3 * (((1 + x ^ 2) * Real.log (1 + x ^ 2) - x ^ 2) / x ^ 4)) 5 _
    (Continuous.sub (Continuous.sub (Continuous.mul (by fun_prop) cl) (by fun_prop))
      (by fun_prop)) (by simp) ?_ ?_
  · intro x hx
    refine ((((hsq x).fun_mul (hl x)).fun_sub (p2 x)).fun_sub
      ((p4 x).const_mul (3 / 2))).congr_deriv ?_
    have hx4 : x ^ 4 * (x ^ 4)⁻¹ = 1 := mul_inv_cancel₀ (by positivity)
    push_cast
    linear_combination 2 * x * (1 + x ^ 2) * hd x
      - 4 * x * ((1 + x ^ 2) * Real.log (1 + x ^ 2) - x ^ 2) * hx4
  · convert a2.const_mul (2 / 3) using 2
    norm_num
```

Write L = ln(1 + b²). The lemma is applied three times, each result feeding the next:

L′ = 2b · 1/(1 + b²), so L/b² → 1;

((1 + b²)L − b²)′ = 2bL = 4b³ · ½(L/b²), so ((1 + b²)L − b²)/b⁴ → 1/2;

((1 + b²)²L − b² − 3b⁴/2)′ = 4b((1 + b²)L − b²) = 6b⁵ · (2/3)((1 + b²)L − b²)/b⁴.

The last line gives the limit (2/3)(1/2) = 1/3 after division by b⁶. The first two results are `a1` and `a2` in the code.

## How the factor leaves 1

```lean
/-- Low-density limit: `(Φ_L(b) - 1)/b²` tends to `-1/9` as `b → 0+`. -/
theorem PhiL_low_density :
    Tendsto (fun b => (PhiL b - 1) / b ^ 2) (𝓝[>] 0) (𝓝 (-1 / 9)) := by
  have T := ((tendsto_arsinh_term.const_mul (2 / 3)).sub
    (tendsto_log_term.const_mul (1 / 3))).sub ((tendsto_momentum_term.pow 2).const_mul (1 / 2))
  rw [show (2 / 3 * (1 / 3) - 1 / 3 * (1 / 3) - 1 / 2 * (2 / 3) ^ 2 : ℝ) = -1 / 9 by norm_num] at T
  refine T.congr' ?_
  filter_upwards [self_mem_nhdsWithin] with b hb
  have hb0 : b ≠ 0 := ne_of_gt hb
  have hlog : Real.log (eta b) = Real.log (1 + b ^ 2) / 2 := Real.log_sqrt (by positivity)
  have h4 : eta b ^ 4 = (1 + b ^ 2) ^ 2 := by rw [← eta_sq]; ring
  -- the poles in `1/b²` cancel identically
  rw [PhiL, hlog, h4]
  generalize Real.log (1 + b ^ 2) = L
  field_simp
  ring
```

Because ln η = L/2 and η⁴ = (1 + b²)², the quotient splits exactly, for every b > 0:

(Φ_L − 1)/b² = (2/3)(η arsinh b − b)/b³ − (1/3)((1 + b²)²L − b² − 3b⁴/2)/b⁶ − ½((bη − arsinh b)/b³)².

The three limits just found give

(2/3)(1/3) − (1/3)(1/3) − ½(2/3)² = 2/9 − 1/9 − 2/9 = −1/9.

`T` is the limit of the right-hand side. `congr'` transfers it to the left-hand side once the two agree for b > 0, which `field_simp` and `ring` confirm by clearing denominators and comparing polynomials.

In Φ_L itself, the term 1/(3b²) cancels against part of the logarithmic term. Direct floating-point evaluation at small b therefore loses digits, and 1 − b²/9 gives the leading behaviour there.

## The plateau at high density

```lean
/-- High-density limit: `Φ_L(b)` tends to `1/3 + (2/3) ln 2` as `b → ∞`. -/
theorem PhiL_high_density : Tendsto PhiL atTop (𝓝 (1 / 3 + 2 / 3 * Real.log 2)) := by
  let s : ℝ → ℝ := fun b => √(1 + b⁻¹ ^ 2)
  have hu : Tendsto (fun b : ℝ => b⁻¹) atTop (𝓝 0) := tendsto_inv_atTop_zero
  have hs : Tendsto s atTop (𝓝 1) := by
    have h := ((hu.pow 2).const_add 1).sqrt
    rw [show √(1 + (0 : ℝ) ^ 2) = 1 by norm_num] at h
    exact h
  have hv : Tendsto (fun b : ℝ => Real.log b / b) atTop (𝓝 0) :=
    Real.isLittleO_log_id_atTop.tendsto_div_nhds_zero
  have h1s := hs.const_add 1
  have hm := h1s.log (by norm_num)
  have hw : Tendsto (fun b => s b * (1 + s b + s b ^ 2) / (1 + s b)) atTop
      (𝓝 (1 * (1 + 1 + 1 ^ 2) / (1 + 1))) :=
    (hs.mul (h1s.add (hs.pow 2))).div h1s (by norm_num)
  have huv := hu.mul hv
  have T := ((((hu.pow 2).div_const 3).const_add (5 / 6)).add
    ((((hs.mul hm).sub ((hs.pow 4).mul (hs.log one_ne_zero))).sub (hw.mul huv)).const_mul
      (2 / 3))).sub (((hs.sub (huv.add ((hu.pow 2).mul hm))).pow 2).div_const 2)
  have R := T.congr' (f₂ := PhiL) ?_
  · convert R using 2
    rw [Real.log_one, show (1 + 1 : ℝ) = 2 by norm_num]
    ring
  filter_upwards [eventually_gt_atTop 0] with b hb
  have hb0 : b ≠ 0 := hb.ne'
  have hsp : 0 < s b := Real.sqrt_pos.mpr (by positivity)
  have hs2 : s b ^ 2 = 1 + b⁻¹ ^ 2 := Real.sq_sqrt (by positivity)
  have heta : eta b = b * s b := by
    have h : 1 + b ^ 2 = b ^ 2 * (1 + b⁻¹ ^ 2) := by
      linear_combination (-(b * b⁻¹) - 1) * mul_inv_cancel₀ hb0
    rw [eta, h, Real.sqrt_mul (sq_nonneg b), Real.sqrt_sq hb.le]
  have hA : Real.arsinh b = Real.log b + Real.log (1 + s b) := by
    rw [← Real.log_mul hb0 (by positivity), ← Real.log_exp (Real.arsinh b), Real.exp_arsinh]
    change Real.log (b + eta b) = _
    rw [heta]
    congr 1
    ring
  have hL : Real.log (eta b) = Real.log b + Real.log (s b) := by
    rw [heta, Real.log_mul hb0 hsp.ne']
  rw [PhiL, hL, hA, heta]
  generalize Real.log b = l, Real.log (1 + s b) = m, Real.log (s b) = k
  generalize s b = t at *
  have hw' : t * (1 + t + t ^ 2) / (1 + t) * (1 + t) = t * (1 + t + t ^ 2) :=
    div_mul_cancel₀ _ (by positivity)
  generalize t * (1 + t + t ^ 2) / (1 + t) = w at *
  -- the coefficient of the divergent `ln b` is of order `1/b²`
  have key : t - t ^ 4 = -w * b⁻¹ ^ 2 := by
    linear_combination (t - 1) * hw' - w * hs2
  have e1 : 2 * (b * t) * (l + m) / (3 * b) = 2 / 3 * t * (l + m) := by field_simp
  have e2 : 2 * (b * t) ^ 4 * (l + k) / (3 * b ^ 4) = 2 / 3 * t ^ 4 * (l + k) := by field_simp
  have e3 : b * t / b = t := by field_simp
  rw [e1, e2, e3]
  linear_combination (-(2 / 3) * l) * key
```

`atTop` means b → ∞. Set s = √(1 + 1/b²), so that η = bs and s → 1. From arsinh b = ln(b + η),

arsinh b = ln b + ln(1 + s), ln η = ln b + ln s.

Substitution gives

Φ_L = 5/6 + 1/(3b²) + (2/3)[s ln(1 + s) − s⁴ ln s + (s − s⁴) ln b] − ½(s − (ln b + ln(1 + s))/b²)².

Only the term with (s − s⁴) ln b looks dangerous. Factorising and using 1 − s² = −1/b²,

s − s⁴ = s(1 − s)(1 + s + s²) = −w/b², with w = s(1 + s + s²)/(1 + s) → 3/2.

This term is thus −w ln b/b², which vanishes because ln b/b → 0. What remains is

5/6 + (2/3) ln 2 − 1/2 = 1/3 + (2/3) ln 2.

The code follows the same route. `hs`, `hv` and `hw` are the limits of s, ln b/b and w, and `T` assembles them. The second half proves that the assembled expression equals Φ_L for b > 0: `heta`, `hA` and `hL` are the substitutions, and `key` is the factorisation.

## Numerical brackets

```lean
/-- At sufficiently low density the longitudinal factor lies between `1 - b²/8` and
`1 - b²/10`. -/
theorem PhiL_low_density_bounds :
    ∀ᶠ b in 𝓝[>] (0 : ℝ), 1 - b ^ 2 / 8 < PhiL b ∧ PhiL b < 1 - b ^ 2 / 10 := by
  filter_upwards [PhiL_low_density.eventually (Ioo_mem_nhds
    (show (-1 / 8 : ℝ) < -1 / 9 by norm_num) (show (-1 / 9 : ℝ) < -1 / 10 by norm_num)),
    self_mem_nhdsWithin] with b hb hpos
  have hb0 : 0 < b := hpos
  have hb2 : 0 < b ^ 2 := by positivity
  obtain ⟨h1, h2⟩ := hb
  rw [lt_div_iff₀ hb2] at h1
  rw [div_lt_iff₀ hb2] at h2
  constructor <;> linarith
```

Since −1/9 lies strictly between −1/8 and −1/10, the quotient (Φ_L − 1)/b² eventually does too. Multiplying by b² > 0 gives

1 − b²/8 < Φ_L(b) < 1 − b²/10

for all sufficiently small b > 0. The symbol `∀ᶠ` expresses "for all sufficiently small" and provides no explicit threshold. In this range relativity weakens the Coulomb exchange.

```lean
/-- At sufficiently high density the longitudinal factor lies between `0.79` and `0.80`. -/
theorem PhiL_high_density_bounds : ∀ᶠ b in atTop, 0.79 < PhiL b ∧ PhiL b < 0.80 := by
  have h1 := Real.log_two_gt_d9
  have h2 := Real.log_two_lt_d9
  exact PhiL_high_density.eventually (Ioo_mem_nhds (by linarith) (by linarith))

end

end LongitudinalExchange
```

Mathlib's decimal bounds on ln 2 place the high-density limit between 0.79 and 0.80, so Φ_L(b) lies there for all sufficiently large b, again without a stated threshold. In that regime the Coulomb exchange energy is about four fifths of its non-relativistic value at the same density.

```lean
#print axioms LongitudinalExchange.PhiL_low_density_bounds
#print axioms LongitudinalExchange.PhiL_high_density_bounds
```

```
'LongitudinalExchange.PhiL_low_density_bounds' depends on axioms: [propext, Classical.choice, Quot.sound]
'LongitudinalExchange.PhiL_high_density_bounds' depends on axioms: [propext, Classical.choice, Quot.sound]
```
